# The matrix iσz generates a four-element cyclic subgroup of SU(2)

The operators on a spin one-half are the complex 2×2 matrices, and SU(2) consists of the unitary ones with determinant one. The theorem `finite_subgroup_witness` states that the cyclic group generated by iσz = diag(i, −i) lies in SU(2), is not the trivial subgroup, and has exactly four elements. In the convention where exp(−iθσz/2) represents a rotation by θ about the z axis, iσz is the case θ = −π. The proof is meant to obtain order four from `orderOf_eq_prime_pow`, using (iσz)² = −I, −I ≠ I and (−I)² = I. The last of these identities is where the attempt fails.

In Lean, a first try:

```lean
import Mathlib

open Matrix
open scoped ComplexOrder

namespace SpinHalfSU2

/-- Complex 2×2 matrices, the operators on a spin one-half. -/
abbrev Mat := Matrix (Fin 2) (Fin 2) ℂ

/-- The unitary group U(2). -/
abbrev U2 := Matrix.unitaryGroup (Fin 2) ℂ

/-- SU(2): the unitary 2×2 matrices of determinant one. -/
def SU2 : Subgroup U2 where
  carrier := {U | (U : Mat).det = 1}
  one_mem' := by
    show (1 : Mat).det = 1
    exact det_one
  mul_mem' := by
    intro a b ha hb
    have ha' : (a : Mat).det = 1 := ha
    have hb' : (b : Mat).det = 1 := hb
    show ((a : Mat) * (b : Mat)).det = 1
    rw [det_mul, ha', hb', one_mul]
  inv_mem' := by
    intro a ha
    have ha' : (a : Mat).det = 1 := ha
    show ((a : Mat)ᴴ).det = 1
    rw [det_conjTranspose, ha', star_one]

/-- The unitary matrix -I. -/
def negOne : U2 := ⟨-1, by rw [mem_unitaryGroup_iff]; simp⟩

/-- The matrix iσz as an element of U(2). -/
def iSigmaZ : U2 := ⟨!![Complex.I, 0; 0, -Complex.I], by
  rw [mem_unitaryGroup_iff]
  ext i j
  fin_cases i <;> fin_cases j <;>
    simp [Matrix.mul_apply, Fin.sum_univ_two, Matrix.star_apply]⟩

/-- The matrix -I lies in SU(2) and has order two. -/
theorem negOne_mem_and_order : negOne ∈ SU2 ∧ orderOf negOne = 2 := by
  refine ⟨?_, orderOf_eq_prime ?_ ?_⟩
  · show (-1 : Mat).det = 1
    simp [det_fin_two]
  · rw [pow_two]
    apply Subtype.ext
    show (-1 : Mat) * (-1) = 1
    simp
  · intro h
    have h' : (-1 : Mat) 0 0 = (1 : Mat) 0 0 := congrArg (fun V : U2 => (V : Mat) 0 0) h
    norm_num at h'

/-- The cyclic group generated by iσz is a nontrivial subgroup of SU(2) with four
elements. -/
theorem finite_subgroup_witness : Subgroup.zpowers iSigmaZ ≤ SU2 ∧
    Subgroup.zpowers iSigmaZ ≠ ⊥ ∧ Nat.card (Subgroup.zpowers iSigmaZ) = 4 := by
  have hsq : iSigmaZ ^ 2 = negOne := by
    rw [pow_two]
    apply Subtype.ext
    show (!![Complex.I, 0; 0, -Complex.I] : Mat) * !![Complex.I, 0; 0, -Complex.I] = -1
    ext i j
    fin_cases i <;> fin_cases j <;> simp [Matrix.mul_apply, Fin.sum_univ_two]
  have hne : negOne ≠ 1 := by
    intro h
    have h2 := negOne_mem_and_order.2
    rw [h] at h2
    simp at h2
  have h2 : negOne ^ 2 = 1 := by rw [← negOne_mem_and_order.2, pow_orderOf_eq_one]
  have hord : orderOf iSigmaZ = 2 ^ (1 + 1) := by
    apply orderOf_eq_prime_pow
    · rw [pow_one, hsq]
      exact hne
    · rw [show 2 ^ (1 + 1) = 2 * 2 from rfl, pow_mul, hsq, h2]
  refine ⟨?_, ?_, ?_⟩
  · rw [Subgroup.zpowers_le]
    show (!![Complex.I, 0; 0, -Complex.I] : Mat).det = 1
    simp [det_fin_two]
  · rw [Ne, Subgroup.zpowers_eq_bot]
    intro h
    rw [h] at hord
    simp at hord
  · rw [Nat.card_zpowers, hord]
    norm_num

end SpinHalfSU2
```

The error:

```
Main.lean:70:37: error: Tactic `rewrite` failed: motive is not type correct:
  fun _a => negOne ^ _a = 1
Error: Application type mismatch: The argument
  U2
has type
  Submonoid (Matrix (Fin 2) (Fin 2) ℂ)
but is expected to have type
  Submonoid (Matrix (Fin _a) (Fin _a) ℂ)
in the application
  Membership.mem U2

Explanation: The rewrite tactic rewrites an expression 'e' using an equality 'a = b' by the following process. First, it looks for all 'a' in 'e'. Second, it tries to abstract these occurrences of 'a' to create a function 'm := fun _a => ...', called the *motive*, with the property that 'm a' is definitionally equal to 'e'. Third, we observe that 'congrArg' implies that 'm a = m b', which can be used with lemmas such as 'Eq.mpr' to change the goal. However, if 'e' depends on specific properties of 'a', then the motive 'm' might not typecheck.

Possible solutions: use rewrite's 'occs' configuration option to limit which occurrences are rewritten, or use 'simp' or 'conv' mode, which have strategies for certain kinds of dependencies (these tactics can handle proofs and 'Decidable' instances whose types depend on the rewritten term, and 'simp' can apply user-defined '@[congr]' theorems as well).

hsq : iSigmaZ ^ 2 = negOne
hne : negOne ≠ 1
⊢ negOne ^ 2 = 1
```

The single error lies in the step `h2 : negOne ^ 2 = 1`. The rewrite `rw [← negOne_mem_and_order.2]` uses `orderOf negOne = 2` from right to left, so it tries to replace the natural number `2` in the goal by `orderOf negOne`. It abstracts all occurrences of that `2`, and these include not only the exponent but also the dimension in `Fin 2` inside the matrix type. The message shows the result: in the motive `fun _a => negOne ^ _a = 1`, a submonoid of `Matrix (Fin _a) (Fin _a) ℂ` is expected, while `U2` is a submonoid of `Matrix (Fin 2) (Fin 2) ℂ`, so the motive does not typecheck.

The repair reverses the direction. It first states `hp := pow_orderOf_eq_one negOne`, that is `negOne ^ orderOf negOne = 1`, and then rewrites `orderOf negOne` to `2` in `hp`. The term abstracted is now `orderOf negOne`, which occurs only as the exponent and in no type, so the motive is well typed. The rewritten `hp` is `negOne ^ 2 = 1`, and `rwa` closes the goal with it.

Fix (accepted with no message):

```diff
@@ -68,5 +68,7 @@
     rw [h] at h2
     simp at h2
-  have h2 : negOne ^ 2 = 1 := by rw [← negOne_mem_and_order.2, pow_orderOf_eq_one]
+  have h2 : negOne ^ 2 = 1 := by
+    have hp := pow_orderOf_eq_one negOne
+    rwa [negOne_mem_and_order.2] at hp
   have hord : orderOf iSigmaZ = 2 ^ (1 + 1) := by
     apply orderOf_eq_prime_pow
```
